# Fermion doubling for the sine field on the $d$-torus: $2^d$ nodes with total chirality zero

## Physical setting

Take a cubic lattice in $d$ dimensions with lattice constant $1$. A crystal momentum is a tuple $k = (k_0, \dots, k_{d-1})$ whose components are real numbers modulo $2\pi$, so the Brillouin zone is the torus $T^d = (\mathbb{R}/2\pi\mathbb{Z})^d$. Directions are numbered from $0$ to $d-1$, as in Lean's `Fin d`. The sine field is
$$h(k) = (\sin k_0, \dots, \sin k_{d-1}) \in \mathbb{R}^d .$$
A node is a momentum with $h(k) = 0$. With $e_j$ the unit vector along direction $j$, the Jacobian matrix and the chirality at $k$ are
$$J_{ij}(k) = \frac{d}{dt}\, h_i(k + t e_j)\Big|_{t=0}, \qquad \chi(k) = \det J(k).$$
The set of directions in which the momentum equals $\pi$ is $S(k) = \{ i : k_i = \pi \}$, and $|S|$ is the number of elements of a set $S$. For a set $S$ of directions, the corner $c(S)$ is the momentum with component $\pi$ in the directions of $S$ and $0$ in the others.

For $d = 3$, let $\sigma_0, \sigma_1, \sigma_2$ be the Pauli matrices usually called $\sigma_x, \sigma_y, \sigma_z$; the index $0$ does not mean the identity, which is written $\mathbb{1}$. The two-band Bloch Hamiltonian is $H(k) = \sum_i \sin k_i \, \sigma_i$, in units in which the nearest-neighbour hopping amplitude has modulus $1/2$.

The sine comes from the symmetric difference. Where $i$ appears as a factor and not as an index, it is the imaginary unit. On a plane wave $\psi_x = e^{ikx}$ over the sites $x$ of a chain, $(\psi_{x+1} - \psi_{x-1})/(2i) = \sin k \; \psi_x$, so $H(k)$ is the continuum Weyl Hamiltonian with each momentum replaced by its nearest-neighbour lattice version. In this non-interacting, two-band, nearest-neighbour model the node at $k = 0$ is one of eight, and the chiralities of the eight cancel.

## Statement

The main theorem `fermion_doubling` takes a dimension $d$ with the hypothesis `hd : 1 ≤ d` and has four conclusions.

1. The set of nodes is finite.
2. It has exactly $2^d$ elements.
3. At every node $k$, $\chi(k) = (-1)^{|S(k)|}$.
4. The sum of $\chi(k)$ over all nodes is $0$.

Three further theorems accompany it. `doubler` says that for a node $k$ and any direction $j$, the momentum $k + \pi e_j$ is again a node and $\chi(k + \pi e_j) = -\chi(k)$. `secular_det` says that for $d = 3$, every $k$ and every complex number $E$,
$$\det\big(E\,\mathbb{1} - H(k)\big) = E^2 - \sum_i \sin^2 k_i .$$
`det_weylHamiltonian_eq_zero_iff` says that $\det H(k) = 0$ if and only if $k$ is a node.

For $d = 1$ the nodes are $k_0 = 0$ with $\chi = +1$ and $k_0 = \pi$ with $\chi = -1$, the slopes of the band $\sin k_0$ at its two zero crossings.

## Derivation

**Jacobian.** The component $h_i$ depends on $k_i$ alone. For $j \neq i$ the function $t \mapsto h_i(k + t e_j)$ is constant, and for $j = i$ it is $\sin(k_i + t)$, whose derivative at $t = 0$ is $\cos k_i$. Hence $J_{ij}(k) = \delta_{ij} \cos k_i$ with the Kronecker symbol $\delta_{ij}$, and at every momentum
$$\chi(k) = \prod_{i} \cos k_i .$$

**Nodes.** The equation $h(k) = 0$ means $\sin k_i = 0$ for every $i$. Modulo $2\pi$ the sine vanishes at $0$ and at $\pi$, and these are different points. So $k$ is a node exactly when each $k_i$ is $0$ or $\pi$.

**Counting.** Every corner $c(S)$ has components in $\{0, \pi\}$ and is therefore a node. Every node satisfies $k = c(S(k))$, since a component that is not $\pi$ must be $0$. Because $0 \neq \pi$ on the circle, $S(c(S)) = S$, so different sets give different corners. The nodes are thus in one-to-one correspondence with the subsets of $\{0, \dots, d-1\}$, of which there are $2^d$.

**Chirality at a node.** There $\cos k_i = -1$ for $i \in S(k)$ and $\cos k_i = +1$ otherwise, so the product is $(-1)^{|S(k)|}$.

**Sum.** Expanding a product of $d$ factors $(1 + (-1))$ means choosing the set $S$ of factors that contribute $-1$, so
$$\sum_{k \text{ node}} \chi(k) = \sum_{S} (-1)^{|S|} = \prod_{i=0}^{d-1} \big(1 + (-1)\big) = 0 \qquad (d \ge 1).$$
For $d = 3$ the sets of size $0, 1, 2, 3$ number $1, 3, 3, 1$, and the sum reads $1 - 3 + 3 - 1$. For $d = 0$ the product is empty: the torus is one point, that point is a node, its chirality is the determinant $1$ of the empty matrix, and the total is $1$.

**Doubler.** Since $\sin(k_j + \pi) = -\sin k_j$, the shifted momentum $k + \pi e_j$ of a node is a node. Since $\cos(k_j + \pi) = -\cos k_j$ and the other cosines are unchanged, the product changes sign.

**Hamiltonian.** Writing $h_i = \sin k_i$,
$$E\,\mathbb{1} - H = \begin{pmatrix} E - h_2 & -(h_0 - i h_1) \\ -(h_0 + i h_1) & E + h_2 \end{pmatrix},$$
and the determinant is $(E^2 - h_2^2) - (h_0^2 - i^2 h_1^2) = E^2 - h_0^2 - h_1^2 - h_2^2$. At $E = 0$ the left side is $\det(-H) = (-1)^2 \det H$, so $\det H = -\sum_i h_i^2$. A sum of squares of real numbers vanishes only if each term does, which is the node condition.

The roots of the secular determinant are the band energies $\pm |h(k)|$, where $|h|$ is the Euclidean length, so the bands meet at zero energy at the nodes. Near a node $K$, with a small displacement $q$, one has $H(K + q) \approx \sum_i (\cos K_i)\, q_i \sigma_i$, a Weyl Hamiltonian whose velocity matrix is $J(K)$.

**In a calculation.** On a periodic chain of $N$ sites the symmetric-difference operator has eigenvalues $\sin(2\pi n/N)$ for $n = 0, \dots, N-1$. For even $N$ the grid contains $k = \pi$, and the alternating vector $\psi_x = (-1)^x$ is annihilated just as the constant vector is; for odd $N$ the grid misses $\pi$. One way to find the nodes of a three-dimensional two-band model $\sum_i g_i(k)\,\sigma_i$, with a smooth real field $g$ that is $2\pi$-periodic in each momentum component, is to locate the zeros of $|g(k)|^2$, reduce them modulo $2\pi$ to remove duplicates, and take the sign of the Jacobian determinant of $g$ at each; the sign gives the chirality where that determinant is nonzero. For the sine field in three dimensions it should return eight points with signs that add to zero.

## What the formal version assumes

`Torus d` is `Fin d → Real.Angle`, where `Real.Angle` is the quotient $\mathbb{R}/2\pi\mathbb{Z}$, so no fundamental domain is chosen and $-\pi$ and $\pi$ are one point. `sinField` is $h$, and `nodes d` is its zero set. `shift k j θ` adds the angle `θ` to component `j`. It serves both for the infinitesimal displacement, where a real $t$ is sent to its class on the circle, and for the shift by $\pi$. `jacobian` has as entries the one-variable derivatives `deriv` at $t = 0$ along these shifts, with row index $i$ for the field and column index $j$ for the momentum. `piSet` and `corner` are $S(k)$ and $c(S)$; `pauli` and `weylHamiltonian` are $\sigma_i$ and $H(k)$.

`chirality` is the determinant itself, a real number defined at every momentum. Chirality is commonly defined as the sign of this determinant at a node, and the two agree here because the values at nodes are $\pm 1$. The overall sign rests on ordering the components of $h$ in the same way as those of $k$: exchanging two components of $h$ would reverse every chirality. With the present order the node at $k = 0$ has $\chi = +1$.

Lean's `deriv` returns $0$ for a function that is not differentiable, and the sum `∑ᶠ k ∈ nodes d, chirality k` is set to $0$ when infinitely many terms are nonzero; `hasDerivAt_sinField` and the conclusion `(nodes d).Finite` show that neither default is behind the result.

The theorems concern one fixed field without parameters, on the continuous torus, for non-interacting particles. The Nielsen–Ninomiya theorem is a topological statement about a whole class of lattice Hamiltonians, where the cancellation holds although the nodes may not be known explicitly. Here the nodes are listed and their signs added, an argument that rests on the explicit zeros and slopes of the sine and says nothing about a deformed field. The Hamiltonian enters for $d = 3$ and through determinants alone. The band energies, the expansion near a node and the finite chain are commentary that no theorem in the file states.

The zone could instead be modelled as a box of real vectors, with the Jacobian taken from ordinary derivatives on $\mathbb{R}^d$. On the half-open box $[0, 2\pi)^d$ the count and the sum come out the same, but the shift by $\pi$ leaves the box at $k_j = \pi$ and has to be reduced by hand. On the closed box $[-\pi, \pi]^d$ the statement would be false: each component has the three zeros $-\pi, 0, \pi$, which gives $3^d$ points and the total $(-1 + 1 - 1)^d = (-1)^d$. A momentum grid that includes both end points overcounts in the same way.

## The Lean file

```lean
import Mathlib

open Real Matrix

namespace FermionDoubling

noncomputable section

/-- The Brillouin zone of the `d`-dimensional cubic lattice: each momentum component is a real
number modulo `2π`. -/
abbrev Torus (d : ℕ) := Fin d → Real.Angle

variable {d : ℕ}

/-- The Bloch vector field `h(k) = (sin k_0, ..., sin k_{d-1})`. -/
def sinField (k : Torus d) : Fin d → ℝ := fun i => (k i).sin

/-- The nodes: the momenta at which the field `h` vanishes. -/
def nodes (d : ℕ) : Set (Torus d) := {k | sinField k = 0}

/-- The momentum `k` with its `j`-th component displaced by the angle `θ`. -/
def shift (k : Torus d) (j : Fin d) (θ : Real.Angle) : Torus d :=
  Function.update k j (k j + θ)

/-- The Jacobian matrix of partial derivatives `∂h_i / ∂k_j` at the momentum `k`. -/
def jacobian (k : Torus d) : Matrix (Fin d) (Fin d) ℝ :=
  Matrix.of fun i j => deriv (fun t : ℝ => sinField (shift k j (t : Real.Angle)) i) 0

/-- The chirality at `k`, taken as the Jacobian determinant of `h`. -/
def chirality (k : Torus d) : ℝ := (jacobian k).det

open Classical in
/-- The set of directions in which the momentum component equals `π`. -/
def piSet (k : Torus d) : Finset (Fin d) :=
  Finset.univ.filter fun i => k i = (π : Real.Angle)

/-- The momentum with components `π` in the directions of `S` and `0` in the others. -/
def corner (S : Finset (Fin d)) : Torus d :=
  fun i => if i ∈ S then (π : Real.Angle) else 0

/-- The partial derivative `∂h_i / ∂k_j` exists and equals `δ_ij cos k_i`. -/
theorem hasDerivAt_sinField (k : Torus d) (i j : Fin d) :
    HasDerivAt (fun t : ℝ => sinField (shift k j (t : Real.Angle)) i)
      (Matrix.diagonal (fun l => (k l).cos) i j) 0 := by
  -- derivative of the sine on the circle, through a real representative
  have key : ∀ θ : Real.Angle,
      HasDerivAt (fun t : ℝ => (θ + (t : Real.Angle)).sin) θ.cos 0 := by
    intro θ
    induction θ using Real.Angle.induction_on with
    | _ x =>
      have e : (fun t : ℝ => ((x : Real.Angle) + (t : Real.Angle)).sin)
          = fun t : ℝ => Real.sin (x + t) := by
        funext t
        rw [← Real.Angle.coe_add, Real.Angle.sin_coe]
      rw [e]
      exact (((hasDerivAt_id' (0 : ℝ)).const_add x).sin).congr_deriv (by simp)
  by_cases h : i = j
  · subst h
    simp only [sinField, shift, Function.update_self, Matrix.diagonal_apply_eq]
    exact key (k i)
  · simp only [sinField, shift, Function.update_of_ne h, Matrix.diagonal_apply_ne _ h]
    exact hasDerivAt_const _ _

/-- At every momentum the Jacobian determinant is the product of the cosines `cos k_i`. -/
theorem chirality_eq_prod (k : Torus d) : chirality k = ∏ i, (k i).cos := by
  have h : jacobian k = Matrix.diagonal (fun l => (k l).cos) := by
    ext i j
    exact (hasDerivAt_sinField k i j).deriv
  rw [chirality, h, Matrix.det_diagonal]

/-- A momentum is a node exactly when each of its components is `0` or `π`. -/
theorem mem_nodes_iff (k : Torus d) :
    k ∈ nodes d ↔ ∀ i, k i = 0 ∨ k i = (π : Real.Angle) := by
  simp only [nodes, Set.mem_ofPred_eq, funext_iff, sinField, Pi.zero_apply,
    Real.Angle.sin_eq_zero_iff]

/-- The directions in which the corner momentum built on `S` equals `π` are those of `S`. -/
theorem piSet_corner (S : Finset (Fin d)) : piSet (corner S) = S := by
  ext i
  by_cases h : i ∈ S
  · simp only [piSet, Finset.mem_filter, Finset.mem_univ, true_and]
    simp [corner, h]
  · simp only [piSet, Finset.mem_filter, Finset.mem_univ, true_and]
    simp [corner, h, Real.Angle.pi_ne_zero.symm]

/-- The nodes are exactly the corner momenta. -/
theorem nodes_eq_range : nodes d = Set.range (corner (d := d)) := by
  ext k
  rw [mem_nodes_iff]
  constructor
  · intro h
    refine ⟨piSet k, funext fun i => ?_⟩
    rcases h i with hi | hi
    · simp [corner, piSet, hi, Real.Angle.pi_ne_zero.symm]
    · simp [corner, piSet, hi]
  · rintro ⟨S, rfl⟩ i
    by_cases h : i ∈ S <;> simp [corner, h]

/-- At a node the Jacobian determinant is `-1` to the number of components equal to `π`. -/
theorem chirality_node {k : Torus d} (hk : k ∈ nodes d) :
    chirality k = (-1) ^ (piSet k).card := by
  have hc : ∀ i, (k i).cos = if i ∈ piSet k then -1 else 1 := by
    intro i
    rcases (mem_nodes_iff k).1 hk i with hi | hi
    · simp [piSet, hi, Real.Angle.pi_ne_zero.symm]
    · simp [piSet, hi]
  rw [chirality_eq_prod]
  simp only [hc]
  rw [Finset.prod_ite_mem, Finset.univ_inter, Finset.prod_const]

/-- Shifting a node by `π` along any axis gives a node of the opposite chirality. -/
theorem doubler {k : Torus d} (hk : k ∈ nodes d) (j : Fin d) :
    shift k j (π : Real.Angle) ∈ nodes d ∧
      chirality (shift k j (π : Real.Angle)) = -chirality k := by
  constructor
  · have h0 : ∀ i, (k i).sin = 0 := fun i => congrFun hk i
    show sinField _ = 0
    funext i
    by_cases h : i = j
    · subst h
      simp [sinField, shift, Real.Angle.sin_add_pi, h0]
    · simp [sinField, shift, Function.update_of_ne h, h0]
  · -- only the `j`-th cosine changes, and it changes sign
    have e : ∏ i ∈ Finset.univ.erase j, (shift k j (π : Real.Angle) i).cos
        = ∏ i ∈ Finset.univ.erase j, (k i).cos :=
      Finset.prod_congr rfl fun i hi => by
        rw [shift, Function.update_of_ne (Finset.ne_of_mem_erase hi)]
    have a := Finset.mul_prod_erase Finset.univ
      (fun i => (shift k j (π : Real.Angle) i).cos) (Finset.mem_univ j)
    have b := Finset.mul_prod_erase Finset.univ (fun i => (k i).cos) (Finset.mem_univ j)
    have c : (shift k j (π : Real.Angle) j).cos = -(k j).cos := by
      rw [shift, Function.update_self, Real.Angle.cos_add_pi]
    beta_reduce at a b
    rw [chirality_eq_prod, chirality_eq_prod, ← a, ← b, e, c]
    ring

/-- Fermion doubling for the sine field in dimension `d ≥ 1`: there are finitely many nodes,
exactly `2^d`, each has chirality `-1` to the number of components equal to `π`, and the
chiralities of all nodes sum to zero. -/
theorem fermion_doubling (hd : 1 ≤ d) :
    (nodes d).Finite ∧ (nodes d).ncard = 2 ^ d ∧
      (∀ k ∈ nodes d, chirality k = (-1) ^ (piSet k).card) ∧
      ∑ᶠ k ∈ nodes d, chirality k = 0 := by
  have hinj : Function.Injective (corner (d := d)) :=
    Function.LeftInverse.injective piSet_corner
  refine ⟨?_, ?_, fun k hk => chirality_node hk, ?_⟩
  · rw [nodes_eq_range]
    exact Set.finite_range _
  · rw [nodes_eq_range, ← Set.image_univ, Set.ncard_image_of_injective _ hinj,
      Set.ncard_univ, Nat.card_eq_fintype_card, Fintype.card_finset, Fintype.card_fin]
  · have hc : ∀ S : Finset (Fin d), chirality (corner S) = (-1) ^ S.card := by
      intro S
      have hS : corner S ∈ nodes d := by
        rw [nodes_eq_range]
        exact ⟨S, rfl⟩
      rw [chirality_node hS, piSet_corner]
    -- alternating sum over the subsets of a nonempty set of directions
    have hne : (Finset.univ : Finset (Fin d)).Nonempty := ⟨⟨0, hd⟩, Finset.mem_univ _⟩
    have hz := Finset.sum_powerset_neg_one_pow_card_of_nonempty hne
    rw [Finset.powerset_univ] at hz
    rw [nodes_eq_range, finsum_mem_range hinj, finsum_eq_sum_of_fintype]
    simp only [hc]
    exact_mod_cast hz

/-- The three Pauli matrices. -/
def pauli : Fin 3 → Matrix (Fin 2) (Fin 2) ℂ :=
  ![!![0, 1; 1, 0], !![0, -Complex.I; Complex.I, 0], !![1, 0; 0, -1]]

/-- The two-band lattice Hamiltonian `H(k) = ∑ sin k_i σ_i` in three dimensions. -/
def weylHamiltonian (k : Torus 3) : Matrix (Fin 2) (Fin 2) ℂ :=
  ∑ i, (sinField k i : ℂ) • pauli i

/-- The secular determinant of the lattice Hamiltonian: `det (E - H(k)) = E² - ∑ sin² k_i`. -/
theorem secular_det (k : Torus 3) (E : ℂ) :
    (E • (1 : Matrix (Fin 2) (Fin 2) ℂ) - weylHamiltonian k).det
      = E ^ 2 - ∑ i, (sinField k i : ℂ) ^ 2 := by
  have hM : E • (1 : Matrix (Fin 2) (Fin 2) ℂ) - weylHamiltonian k
      = !![E - sinField k 2, -(sinField k 0 - Complex.I * sinField k 1);
          -(sinField k 0 + Complex.I * sinField k 1), E + sinField k 2] := by
    ext i j
    fin_cases i <;> fin_cases j <;>
      simp [weylHamiltonian, pauli, Fin.sum_univ_three] <;> ring
  rw [hM, Matrix.det_fin_two_of, Fin.sum_univ_three]
  linear_combination (sinField k 1 : ℂ) ^ 2 * Complex.I_sq

/-- The determinant of the lattice Hamiltonian vanishes exactly at the nodes of the sine field. -/
theorem det_weylHamiltonian_eq_zero_iff (k : Torus 3) :
    (weylHamiltonian k).det = 0 ↔ k ∈ nodes 3 := by
  have h := secular_det k 0
  rw [zero_smul, zero_sub, Matrix.det_neg, Fintype.card_fin] at h
  have h2 : (weylHamiltonian k).det = -((∑ i, sinField k i ^ 2 : ℝ) : ℂ) := by
    push_cast
    linear_combination h
  rw [h2, neg_eq_zero, Complex.ofReal_eq_zero,
    Finset.sum_eq_zero_iff_of_nonneg (fun i _ => sq_nonneg (sinField k i))]
  simp [nodes, funext_iff]

end

end FermionDoubling
```

```lean
#print axioms FermionDoubling.doubler
-- 'FermionDoubling.doubler' depends on axioms: [propext, Classical.choice, Quot.sound]
#print axioms FermionDoubling.fermion_doubling
-- 'FermionDoubling.fermion_doubling' depends on axioms: [propext, Classical.choice, Quot.sound]
#print axioms FermionDoubling.det_weylHamiltonian_eq_zero_iff
-- 'FermionDoubling.det_weylHamiltonian_eq_zero_iff' depends on axioms: [propext, Classical.choice, Quot.sound]
```

## Notes on the proof

`hasDerivAt_sinField` is the Jacobian step. Its inner claim `key` is the derivative of $t \mapsto \sin(\theta + t)$ for an angle $\theta$. `Real.Angle.induction_on` picks a real representative $x$ of $\theta$, the function becomes $\sin(x + t)$ on the real line, and the chain rule gives $\cos x$. The case split on `i = j` separates the diagonal entries, which use `key`, from the others, which use `hasDerivAt_const`. `chirality_eq_prod` identifies the Jacobian with `Matrix.diagonal` entry by entry and applies `Matrix.det_diagonal`.

`mem_nodes_iff` reduces the node condition to components, where `Real.Angle.sin_eq_zero_iff` supplies the two zeros of the sine on the circle. `piSet_corner` is $S(c(S)) = S$, and `Real.Angle.pi_ne_zero` is the fact $0 \neq \pi$ used for directions outside $S$. `nodes_eq_range` proves both inclusions of the counting step, with `piSet k` as the set whose corner is a given node.

In `chirality_node`, `hc` gives each cosine as $-1$ or $1$ according to membership in `piSet k`. `Finset.prod_ite_mem` restricts the product to that set, and `Finset.prod_const` turns it into a power. In `doubler`, `Finset.mul_prod_erase` pulls the factor $j$ out of both products, `e` says that the remaining factors agree, and `c` is $\cos(k_j + \pi) = -\cos k_j$.

`fermion_doubling` starts from `hinj`, the injectivity of `corner`, which follows from its left inverse `piSet`. Finiteness holds because the nodes are the range of a map from a finite type. The count passes along the injection to the number of subsets, $2^d$ by `Fintype.card_finset`. For the sum, `finsum_mem_range` rewrites the sum over nodes as a sum over subsets, and `hc` evaluates each term as $(-1)^{|S|}$. The vanishing comes from `Finset.sum_powerset_neg_one_pow_card_of_nonempty`, an integer identity that is cast to the reals at the end. It needs a nonempty set of directions, and `hne` provides direction $0$; this is the single use of `hd`. The main theorem does not call `doubler`, which gives a second view of the same cancellation by pairing nodes along an axis.

In `secular_det`, `hM` is the explicit $2 \times 2$ matrix above and `Matrix.det_fin_two_of` expands its determinant. The two sides then differ by $h_1^2 (i^2 + 1)$, which is the multiple of `Complex.I_sq` given to `linear_combination`. `det_weylHamiltonian_eq_zero_iff` sets $E = 0$, removes the sign with `Matrix.det_neg`, writes the determinant as minus a real sum of squares in `h2`, and applies `Finset.sum_eq_zero_iff_of_nonneg` to make each term vanish.
